# A mirror reflection keeps the normal component of a tensor's axial vector and reverses the in-plane ones

Any real 3 × 3 matrix `A`, read as a rank-two tensor, has an axial vector whose components are half the differences of opposite off-diagonal entries, so only the antisymmetric part of `A` contributes. The theorem says how this vector changes when the tensor is reflected in the `xy` plane, that is, when `A` becomes M A Mᵀ with M = diag(1, 1, −1). The `x` and `y` components change sign and the `z` component stays the same. The proof checks the three components one by one, using `simp` to work out the matrix entries and `ring` to finish the algebra.

In Lean, a first try:

```lean
import Mathlib

open Matrix

namespace AntisymmetricTensorAxialVector

noncomputable section

/-- The vector formed from the antisymmetric part of a rank-two tensor. -/
def axialVector (A : Matrix (Fin 3) (Fin 3) ℝ) : Fin 3 → ℝ :=
  ![(A 2 1 - A 1 2) / 2, (A 0 2 - A 2 0) / 2, (A 1 0 - A 0 1) / 2]

/-- Reflection in the `xy` plane reverses the `x` and `y` components of the axial vector
and keeps its `z` component. -/
theorem axialVector_mirror (A : Matrix (Fin 3) (Fin 3) ℝ) :
    axialVector (!![1, 0, 0; 0, 1, 0; 0, 0, -1] * A * !![1, 0, 0; 0, 1, 0; 0, 0, -1]ᵀ) =
      ![-axialVector A 0, -axialVector A 1, axialVector A 2] := by
  ext i
  fin_cases i <;>
    simp [axialVector, Matrix.mul_apply, Fin.sum_univ_three] <;> ring

end

end AntisymmetricTensorAxialVector
```

Messages:

```
Try this:
  [apply] ring_nf
  
  The `ring` tactic failed to close the goal. Use `ring_nf` to obtain a normal form.
    
  Note that `ring` works primarily in *commutative* rings. If you have a noncommutative ring, abelian group or module, consider using `noncomm_ring`, `abel` or `module` instead.
Try this:
  [apply] ring_nf
  
  The `ring` tactic failed to close the goal. Use `ring_nf` to obtain a normal form.
    
  Note that `ring` works primarily in *commutative* rings. If you have a noncommutative ring, abelian group or module, consider using `noncomm_ring`, `abel` or `module` instead.
Try this:
  [apply] ring_nf
  
  The `ring` tactic failed to close the goal. Use `ring_nf` to obtain a normal form.
    
  Note that `ring` works primarily in *commutative* rings. If you have a noncommutative ring, abelian group or module, consider using `noncomm_ring`, `abel` or `module` instead.
Main.lean:17:64: error: unsolved goals
case «0»
A : Matrix (Fin 3) (Fin 3) ℝ
⊢ (![0, 0, -1] ᵥ* A) 1 * (1 / 2) + (![0, 1, 0] ᵥ* A) 2 * (1 / 2) = A 2 1 * (-1 / 2) + A 1 2 * (1 / 2)

case «1»
A : Matrix (Fin 3) (Fin 3) ℝ
⊢ (![1, 0, 0] ᵥ* A) 2 * (-1 / 2) + (![0, 0, -1] ᵥ* A) 0 * (-1 / 2) = A 0 2 * (-1 / 2) + A 2 0 * (1 / 2)

case «2»
A : Matrix (Fin 3) (Fin 3) ℝ
⊢ (![0, 1, 0] ᵥ* A) 0 - (![1, 0, 0] ᵥ* A) 1 = A 1 0 - A 0 1
```

The three "Try this" messages say that `ring` could not close the goal, once for each component. The error then lists the three goals left over.

Each of them still contains terms such as `(![0, 0, -1] ᵥ* A) 1`, which is an entry of a row vector multiplied by `A`. `simp` had turned the product with the explicit mirror matrix into these row-times-matrix products. `Matrix.mul_apply` expands an entry of a product of two matrices, so it does not apply to them. `ring` does not unfold `ᵥ*` either. It treats each such entry as an unknown number, unrelated to `A 2 1` or `A 1 2`, and the two sides cannot be matched.

The repair gives `simp` two more definitions. `Matrix.vecMul` turns each of these entries into a dot product, and `dotProduct` turns that into a sum over three indices. `Fin.sum_univ_three`, which was already in the list, writes the sum out. With the zeros and signs simplified, only entries of `A` remain, and the algebra goes through.

Lean accepts the file once it reads:

```diff
@@ -18,5 +18,6 @@
   ext i
   fin_cases i <;>
-    simp [axialVector, Matrix.mul_apply, Fin.sum_univ_three] <;> ring
+    simp [axialVector, Matrix.mul_apply, Matrix.vecMul, dotProduct,
+      Fin.sum_univ_three] <;> ring
 
 end
```
